# The Slater determinant of the N lowest box states as a product of sines and cosine differences

The declaration `det_boxMatrix` evaluates the determinant of the N × N matrix with entries sin(j xᵢ), where j runs from 1 to N and the xᵢ are any N real numbers: it equals 2^(N(N−1)/2) times the product of all sin xᵢ and of all differences cos xₖ − cos xᵢ with i < k. The statement is this identity alone. Its physical reading is as follows. In a one-dimensional box with hard walls at 0 and π, the functions sin(jx), j = 1, ..., N, are the N lowest one-particle states, so for positions in [0, π] the determinant is the unnormalised spatial ground-state wavefunction of N non-interacting fermions of the same spin. With the normalised orbitals √(2/π) sin(jx) and the usual 1/√(N!), the normalised wavefunction is this determinant times (2/π)^(N/2)/√(N!). The proof writes each sine as sin x times a power of two times a monic polynomial in cos x, pulls the common factors out of rows and columns, and evaluates what remains as a Vandermonde determinant.

The failing Lean file:

```lean
import Mathlib

open Polynomial Matrix
open scoped Real

namespace BoxSlaterDeterminant

noncomputable section

/-- Monic polynomials defined by the rescaled three-term recurrence of the sines of
multiple angles. -/
def monicU : ℕ → ℝ[X]
  | 0 => 1
  | 1 => X
  | n + 2 => X * monicU (n + 1) - C (1 / 4) * monicU n

/-- The matrix of the unnormalised box states `sin (j x)`, `j = 1, ..., N`, at the
positions `x i`; rows are particles and columns are states. -/
def boxMatrix {N : ℕ} (x : Fin N → ℝ) : Matrix (Fin N) (Fin N) ℝ :=
  Matrix.of fun i j => Real.sin ((((j : ℕ) : ℝ) + 1) * x i)

/-- The polynomial with index `n` is monic and has degree `n`. -/
theorem monicU_monic_natDegree : ∀ n : ℕ, (monicU n).Monic ∧ (monicU n).natDegree = n
  | 0 => ⟨monic_one, natDegree_one⟩
  | 1 => ⟨monic_X, natDegree_X⟩
  | n + 2 => by
    obtain ⟨m1, d1⟩ := monicU_monic_natDegree (n + 1)
    obtain ⟨_, d0⟩ := monicU_monic_natDegree n
    have hX : (X * monicU (n + 1)).natDegree = n + 2 := by
      rw [natDegree_X_mul m1.ne_zero, d1]
    have hC : (C (1 / 4 : ℝ) * monicU n).natDegree ≤ n :=
      (natDegree_C_mul_le _ _).trans d0.le
    -- the subtracted term has lower degree, so the leading term survives
    have hlt : (C (1 / 4 : ℝ) * monicU n).natDegree < (X * monicU (n + 1)).natDegree := by
      omega
    rw [monicU]
    exact ⟨(monic_X.mul m1).sub_of_left (degree_lt_degree hlt),
      (natDegree_sub_eq_left_of_natDegree_lt hlt).trans hX⟩

/-- Each box state is the lowest one times a polynomial in `cos x`. -/
theorem sin_eq_sin_mul_monicU (x : ℝ) : ∀ n : ℕ,
    Real.sin (((n : ℝ) + 1) * x) = Real.sin x * (2 ^ n * (monicU n).eval (Real.cos x))
  | 0 => by simp [monicU]
  | 1 => by
    have h : (((1 : ℕ) : ℝ) + 1) * x = 2 * x := by push_cast; ring
    rw [h, Real.sin_two_mul]
    simp only [monicU, eval_X]
    ring
  | n + 2 => by
    have h1 := sin_eq_sin_mul_monicU x (n + 1)
    have h0 := sin_eq_sin_mul_monicU x n
    -- three-term recurrence of the sines
    have hrec : Real.sin ((((n + 2 : ℕ) : ℝ) + 1) * x) =
        2 * Real.cos x * Real.sin ((((n + 1 : ℕ) : ℝ) + 1) * x)
          - Real.sin (((n : ℝ) + 1) * x) := by
      have e1 : (((n + 2 : ℕ) : ℝ) + 1) * x = (((n + 1 : ℕ) : ℝ) + 1) * x + x := by
        push_cast; ring
      have e2 : ((n : ℝ) + 1) * x = (((n + 1 : ℕ) : ℝ) + 1) * x - x := by
        push_cast; ring
      rw [e1, e2, Real.sin_add, Real.sin_sub]
      ring
    rw [hrec, h1, h0]
    simp only [monicU, eval_sub, eval_mul, eval_X, eval_C]
    ring

/-- Closed form of the determinant of the `N` lowest box states: a power of two times a product of
one-particle sines and of pair differences of cosines. -/
theorem det_boxMatrix {N : ℕ} (x : Fin N → ℝ) :
    (boxMatrix x).det = 2 ^ (N * (N - 1) / 2) * ((∏ i, Real.sin (x i)) *
      ∏ i, ∏ k ∈ Finset.Ioi i, (Real.cos (x k) - Real.cos (x i))) := by
  obtain ⟨P, hP⟩ : ∃ P : Matrix (Fin N) (Fin N) ℝ,
      P = Matrix.of fun i j => (monicU (j : ℕ)).eval (Real.cos (x i)) := ⟨_, rfl⟩
  -- monic polynomials in the cosines give a Vandermonde determinant
  have hdet : P.det = ∏ i, ∏ k ∈ Finset.Ioi i, (Real.cos (x k) - Real.cos (x i)) := by
    rw [hP]
    exact (det_eval_matrixOfPolynomials_eq_det_vandermonde (fun i => Real.cos (x i))
      (fun j : Fin N => monicU (j : ℕ)) (fun j => (monicU_monic_natDegree j).2)
      (fun j => (monicU_monic_natDegree j).1)).symm.trans (det_vandermonde _)
  -- factors common to a row or to a column are pulled out
  have hfac : boxMatrix x = Matrix.of fun i j => Real.sin (x i) *
      (Matrix.of fun i j : Fin N => (2 : ℝ) ^ (j : ℕ) * P i j) i j := by
    ext i j
    rw [hP]
    exact sin_eq_sin_mul_monicU (x i) j
  have h : (boxMatrix x).det =
      (∏ i, Real.sin (x i)) * ((∏ j : Fin N, (2 : ℝ) ^ (j : ℕ)) * P.det) := by
    rw [hfac]
    exact (det_mul_column (fun i => Real.sin (x i)) _).trans
      (congrArg _ (det_mul_row (fun j : Fin N => (2 : ℝ) ^ (j : ℕ)) P))
  have hpow : (∏ j : Fin N, (2 : ℝ) ^ (j : ℕ)) = 2 ^ (N * (N - 1) / 2) := by
    rw [Finset.prod_pow_eq_pow_sum, Fin.sum_univ_eq_sum_range (fun i => i) N,
      Finset.sum_range_id]
  rw [h, hpow, hdet]
  ring

end

end BoxSlaterDeterminant
```

Lean reports:

```
Main.lean:72:10: error: Type mismatch
  of fun i j => eval (Real.cos (x i)) (monicU j)
has type
  Matrix (Fin N) ℕ ℝ
but is expected to have type
  Matrix (Fin N) (Fin N) ℝ
```

Cause. The message says that the matrix of polynomial values has type `Matrix (Fin N) ℕ ℝ`, where `Matrix (Fin N) (Fin N) ℝ` is expected: its columns are indexed by all natural numbers instead of by the N states.

The cause is the binder `j`, which has no type of its own. In the equation `P = Matrix.of fun i j => ...`, Lean elaborates the right-hand side before using the type of `P` to fix the binders. The type of `i` follows from `x i`, but the only clue to that of `j` is `(j : ℕ)`. This was meant to convert an element of `Fin N` to a natural number, but while the type of `j` is still open, Lean simply takes it to be `ℕ`. The resulting matrix then doesn't fit the declared type of `P`.

The repair writes `fun i j : Fin N`, which fixes the type of both binders at the start. Now `(j : ℕ)` is a true coercion from `Fin N`, and the two sides of the equation have the same type.

As a diff, the version that Lean accepts:

```diff
@@ -70,5 +70,5 @@
       ∏ i, ∏ k ∈ Finset.Ioi i, (Real.cos (x k) - Real.cos (x i))) := by
   obtain ⟨P, hP⟩ : ∃ P : Matrix (Fin N) (Fin N) ℝ,
-      P = Matrix.of fun i j => (monicU (j : ℕ)).eval (Real.cos (x i)) := ⟨_, rfl⟩
+      P = Matrix.of fun i j : Fin N => (monicU (j : ℕ)).eval (Real.cos (x i)) := ⟨_, rfl⟩
   -- monic polynomials in the cosines give a Vandermonde determinant
   have hdet : P.det = ∏ i, ∏ k ∈ Finset.Ioi i, (Real.cos (x k) - Real.cos (x i)) := by
```
